# Signed gradient variables of noncollinear GGA: nonnegativity, spin-rotation invariance and the collinear limit

Let a density $n$ and a magnetization $s\neq0$ along a fixed axis vary in one direction, with slopes $g$ and $h$. The majority and minority spin densities $(n\pm|s|)/2$ have squared slopes

$$\frac{(g\pm\operatorname{sign}(s)\,h)^2}{4}=\frac{g^2+h^2}{4}\pm\frac{\operatorname{sign}(s)\,gh}{2}.$$

When the magnetization can point anywhere, the product $gh$ becomes a vector in spin space. Its length gives only $|gh|$, so the lost sign has to be restored separately.

## The variables $\gamma_\pm$ and their bound

At one point in space, let $g=\nabla n$, let $m\in\mathbb R^3$ be the magnetization, and let $G_k=\nabla m_k$. With $w_k=g\cdot G_k$, define

$$A=\tfrac14\Big(g\cdot g+\sum_k G_k\cdot G_k\Big),\qquad \gamma_\pm=A\pm\tfrac12\operatorname{sign}(m\cdot w)\,|w|.$$

Both variables are nonnegative and unchanged by orthogonal transformations of spin space. If $m=s\,e$ and $G_k=e_kh$, with $|e|=1$ and $s\ne0$, they equal $|g\pm\operatorname{sign}(s)h|^2/4$. The labels $\pm$ mean majority and minority spin, not up and down.

## Use at a grid point

A two-component relativistic code obtains $n$, $m$ and their gradients from the spinor density matrix at each grid point. It can then pass $(n\pm|m|)/2$ and $\gamma_\pm$, together with the mixed variable $(g\cdot g-\sum_k G_k\cdot G_k)/4$, to an ordinary spin-polarized GGA routine. Such routines commonly take $\sqrt{\gamma_\pm}$, which is real by the bound; the bound concerns these algebraic variables at a single point, not the functional itself.

## Completing the squares

**Nonnegativity.** Choose a unit vector $u$ with $u\cdot w=|w|$: take $w/|w|$, or any unit vector if $w=0$. Then

$$\sum_k|G_k-u_kg|^2=\sum_kG_k\cdot G_k-2\,u\cdot w+(u\cdot u)(g\cdot g)=4A-2|w|.$$

Hence $A-|w|/2\ge0$. The sign is $-1$, $0$ or $1$, so $\gamma_\pm\ge A-|w|/2$.

**Invariance.** Let $R^TR=1$, $m\mapsto Rm$ and $G\mapsto RG$, where $G$ has rows $G_k$. Then $w=Gg\mapsto Rw$, which preserves $m\cdot w$ and $|w|$. Also $\sum_kG_k\cdot G_k=\operatorname{tr}(G^TG)$ is preserved, since $(RG)^TRG=G^TG$. Time reversal is $R=-1$.

**Collinear limit.** Put $c=h\cdot g$. Then $w=c\,e$, $|w|=|c|$, $m\cdot w=sc$ and $\sum_kG_k\cdot G_k=h\cdot h$. Since $\operatorname{sign}(sc)|c|=\operatorname{sign}(s)c$ and $\operatorname{sign}(s)^2=1$,

$$\gamma_\pm=\frac{g\cdot g+h\cdot h\pm2\operatorname{sign}(s)\,c}{4}=\frac{|g\pm\operatorname{sign}(s)h|^2}{4}.$$

**Zeros.** If $m\cdot w\neq0$, one variable is $A-|w|/2$ and the other $A+|w|/2$. If either vanishes, so does the sum of squares, giving $G_k=u_kg$. Conversely, $G_k=u_kg$ with $|u|=1$ gives $A=|w|/2=g\cdot g/2$, so one variable is zero.

**Jump.** If $m\cdot w=0$ and $w\ne0$, then $(m\pm tw)\cdot w=\pm t|w|^2$ for $t>0$. Thus $\gamma_+$ differs by $|w|$ between the two points, however small $t$ is: it is discontinuous in $m$ there.

## Lean definitions and proofs

```lean
import Mathlib

open Matrix

namespace NoncollinearGradient

noncomputable section

/-- Euclidean length of a real three-component vector. -/
def len (v : Fin 3 → ℝ) : ℝ := √(v ⬝ᵥ v)

/-- The spin vector `w` with components `w_k = g · G_k`, where `g` is the density gradient and
row `k` of `G` is the gradient of the magnetization component `m_k`. -/
def spinVec (g : Fin 3 → ℝ) (G : Matrix (Fin 3) (Fin 3) ℝ) : Fin 3 → ℝ := G *ᵥ g

/-- The part `(g · g + ∑ G_k · G_k) / 4` common to both gradient variables. -/
def meanSq (g : Fin 3 → ℝ) (G : Matrix (Fin 3) (Fin 3) ℝ) : ℝ :=
  (g ⬝ᵥ g + ∑ k, G k ⬝ᵥ G k) / 4

/-- The gradient variable `γ₊`, with the sign of `m · w` in front of `|w| / 2`. -/
def gammaPlus (m g : Fin 3 → ℝ) (G : Matrix (Fin 3) (Fin 3) ℝ) : ℝ :=
  meanSq g G + Real.sign (m ⬝ᵥ spinVec g G) * len (spinVec g G) / 2

/-- The gradient variable `γ₋`, with the opposite sign in front of `|w| / 2`. -/
def gammaMinus (m g : Fin 3 → ℝ) (G : Matrix (Fin 3) (Fin 3) ℝ) : ℝ :=
  meanSq g G - Real.sign (m ⬝ᵥ spinVec g G) * len (spinVec g G) / 2

/-- The squared length of a vector is its scalar product with itself, which is nonnegative. -/
theorem len_sq (v : Fin 3 → ℝ) : len v ^ 2 = v ⬝ᵥ v ∧ 0 ≤ v ⬝ᵥ v := by
  have h : 0 ≤ v ⬝ᵥ v := Finset.sum_nonneg fun i _ => mul_self_nonneg (v i)
  exact ⟨Real.sq_sqrt h, h⟩

/-- Every vector `v` has a unit vector `u` along which its component is its full length. -/
theorem exists_direction (v : Fin 3 → ℝ) : ∃ u : Fin 3 → ℝ, u ⬝ᵥ u = 1 ∧ u ⬝ᵥ v = len v := by
  have h2 := (len_sq v).1
  by_cases h : len v = 0
  · have hv : v = 0 := dotProduct_self_eq_zero.mp (by rw [← h2, h]; norm_num)
    refine ⟨![1, 0, 0], by simp [dotProduct, Fin.sum_univ_three], ?_⟩
    rw [h, hv, dotProduct_zero]
  · refine ⟨(len v)⁻¹ • v, ?_, ?_⟩
    · rw [smul_dotProduct, dotProduct_smul, ← h2, smul_eq_mul, smul_eq_mul]
      field_simp
    · rw [smul_dotProduct, ← h2, smul_eq_mul]
      field_simp

/-- If `u` is a unit vector with `u · w = |w|`, the common part minus `|w| / 2` is the sum of
squares `∑ |G_k - u_k g|² / 4`. -/
theorem gap_eq_sum_sq (g u : Fin 3 → ℝ) (G : Matrix (Fin 3) (Fin 3) ℝ)
    (hu : u ⬝ᵥ u = 1) (hw : u ⬝ᵥ spinVec g G = len (spinVec g G)) :
    meanSq g G - len (spinVec g G) / 2 = (∑ k, len (G k - u k • g) ^ 2) / 4 := by
  have key : ∑ k, len (G k - u k • g) ^ 2
      = ∑ k, G k ⬝ᵥ G k - 2 * (u ⬝ᵥ spinVec g G) + (u ⬝ᵥ u) * (g ⬝ᵥ g) := by
    simp only [fun v => (len_sq v).1, spinVec, Matrix.mulVec, dotProduct, Fin.sum_univ_three,
      Pi.sub_apply, Pi.smul_apply, smul_eq_mul]
    ring
  rw [key, hu, hw, meanSq]
  ring

/-- Both gradient variables are nonnegative. -/
theorem gamma_nonneg (m g : Fin 3 → ℝ) (G : Matrix (Fin 3) (Fin 3) ℝ) :
    0 ≤ gammaPlus m g G ∧ 0 ≤ gammaMinus m g G := by
  obtain ⟨u, hu, hw⟩ := exists_direction (spinVec g G)
  have hgap := gap_eq_sum_sq g u G hu hw
  have hs : 0 ≤ ∑ k, len (G k - u k • g) ^ 2 := Finset.sum_nonneg fun k _ => sq_nonneg _
  have hl : 0 ≤ len (spinVec g G) := Real.sqrt_nonneg _
  unfold gammaPlus gammaMinus
  rcases Real.sign_apply_eq (m ⬝ᵥ spinVec g G) with h | h | h <;> rw [h] <;>
    constructor <;> linarith

/-- Both gradient variables are unchanged when an orthogonal matrix `R` acts on the spin index
of the magnetization and of its gradients. -/
theorem gamma_rotation (R : Matrix (Fin 3) (Fin 3) ℝ) (hR : Rᵀ * R = 1)
    (m g : Fin 3 → ℝ) (G : Matrix (Fin 3) (Fin 3) ℝ) :
    gammaPlus (R *ᵥ m) g (R * G) = gammaPlus m g G ∧
      gammaMinus (R *ᵥ m) g (R * G) = gammaMinus m g G := by
  -- scalar products in spin space are preserved
  have hdot : ∀ a b : Fin 3 → ℝ, (R *ᵥ a) ⬝ᵥ (R *ᵥ b) = a ⬝ᵥ b := by
    intro a b
    rw [Matrix.dotProduct_mulVec, ← Matrix.mulVec_transpose, Matrix.mulVec_mulVec, hR,
      Matrix.one_mulVec]
  have hw : spinVec g (R * G) = R *ᵥ spinVec g G := by
    simp only [spinVec, Matrix.mulVec_mulVec]
  -- the sum of squared gradients is a trace
  have htr : ∀ M : Matrix (Fin 3) (Fin 3) ℝ, ∑ k, M k ⬝ᵥ M k = (Mᵀ * M).trace := by
    intro M
    simp only [Matrix.trace, Matrix.diag_apply, Matrix.mul_apply, Matrix.transpose_apply,
      dotProduct, Fin.sum_univ_three]
    ring
  have hG : (R * G)ᵀ * (R * G) = Gᵀ * G := by
    rw [Matrix.transpose_mul, Matrix.mul_assoc, ← Matrix.mul_assoc Rᵀ R G, hR, Matrix.one_mul]
  have hm : meanSq g (R * G) = meanSq g G := by
    simp only [meanSq, htr, hG]
  simp only [gammaPlus, gammaMinus, hm, hw, len, hdot, and_self]

/-- Time reversal, which flips the magnetization and its gradients, leaves both gradient
variables unchanged. -/
theorem gamma_time_reversal (m g : Fin 3 → ℝ) (G : Matrix (Fin 3) (Fin 3) ℝ) :
    gammaPlus (-m) g (-G) = gammaPlus m g G ∧ gammaMinus (-m) g (-G) = gammaMinus m g G := by
  have h := gamma_rotation (-1) (by simp) m g G
  rwa [Matrix.neg_mulVec, Matrix.one_mulVec, neg_mul, one_mul] at h

/-- For gradients `G_k = e_k h` along a unit spin axis `e`, the spin vector is `(h · g) e`, its
length is `|h · g|`, and the common part is `(g · g + h · h) / 4`. -/
theorem collinear_data (e g h : Fin 3 → ℝ) (he : e ⬝ᵥ e = 1) :
    spinVec g (vecMulVec e h) = (h ⬝ᵥ g) • e ∧
      len (spinVec g (vecMulVec e h)) = |h ⬝ᵥ g| ∧
      meanSq g (vecMulVec e h) = (g ⬝ᵥ g + h ⬝ᵥ h) / 4 := by
  have hw : spinVec g (vecMulVec e h) = (h ⬝ᵥ g) • e := by
    ext k
    simp only [spinVec, Matrix.mulVec, Matrix.vecMulVec_apply, dotProduct, Fin.sum_univ_three,
      Pi.smul_apply, smul_eq_mul]
    ring
  have hs : ∑ k, vecMulVec e h k ⬝ᵥ vecMulVec e h k = (e ⬝ᵥ e) * (h ⬝ᵥ h) := by
    simp only [dotProduct, Matrix.vecMulVec_apply, Fin.sum_univ_three]
    ring
  refine ⟨hw, ?_, by rw [meanSq, hs, he, one_mul]⟩
  rw [hw, len, smul_dotProduct, dotProduct_smul, he, smul_eq_mul, smul_eq_mul, mul_one,
    Real.sqrt_mul_self_eq_abs]

/-- For a collinear magnetization `m = s e` with `s ≠ 0`, `e` a unit vector and `G_k = e_k h`,
the gradient variables are `|g ± sign(s) h|² / 4`. -/
theorem gamma_collinear (s : ℝ) (e g h : Fin 3 → ℝ) (hs : s ≠ 0) (he : e ⬝ᵥ e = 1) :
    gammaPlus (s • e) g (vecMulVec e h) = len (g + Real.sign s • h) ^ 2 / 4 ∧
      gammaMinus (s • e) g (vecMulVec e h) = len (g - Real.sign s • h) ^ 2 / 4 := by
  obtain ⟨hw, hl, hm⟩ := collinear_data e g h he
  have hd : (s • e) ⬝ᵥ spinVec g (vecMulVec e h) = s * (h ⬝ᵥ g) := by
    rw [hw, smul_dotProduct, dotProduct_smul, he, smul_eq_mul, smul_eq_mul, mul_one]
  -- the sign of `m · w` restores the sign lost in `|w|`
  have hsign : ∀ c : ℝ, Real.sign (s * c) * |c| = Real.sign s * c := by
    intro c
    rcases lt_trichotomy c 0 with hc | hc | hc
    · rcases lt_or_gt_of_ne hs with h0 | h0
      · rw [Real.sign_of_pos (mul_pos_of_neg_of_neg h0 hc), Real.sign_of_neg h0, abs_of_neg hc]
        ring
      · rw [Real.sign_of_neg (mul_neg_of_pos_of_neg h0 hc), Real.sign_of_pos h0, abs_of_neg hc]
        ring
    · simp [hc]
    · rcases lt_or_gt_of_ne hs with h0 | h0
      · rw [Real.sign_of_neg (mul_neg_of_neg_of_pos h0 hc), Real.sign_of_neg h0, abs_of_pos hc]
      · rw [Real.sign_of_pos (mul_pos h0 hc), Real.sign_of_pos h0, abs_of_pos hc]
  have hsq : Real.sign s ^ 2 = 1 := by
    rcases lt_or_gt_of_ne hs with h0 | h0
    · rw [Real.sign_of_neg h0]; norm_num
    · rw [Real.sign_of_pos h0]; norm_num
  have hadd : ∀ a : ℝ, len (g + a • h) ^ 2
      = g ⬝ᵥ g + 2 * a * (h ⬝ᵥ g) + a ^ 2 * (h ⬝ᵥ h) := by
    intro a
    rw [(len_sq _).1]
    simp only [dotProduct, Fin.sum_univ_three, Pi.add_apply, Pi.smul_apply, smul_eq_mul]
    ring
  have hsub : g - Real.sign s • h = g + (-Real.sign s) • h := by module
  rw [gammaPlus, gammaMinus, hd, hl, hm, hsub, hadd, hadd]
  constructor
  · linear_combination hsign (h ⬝ᵥ g) / 2 - (h ⬝ᵥ h) / 4 * hsq
  · linear_combination -hsign (h ⬝ᵥ g) / 2 - (h ⬝ᵥ h) / 4 * hsq

/-- If `m · w ≠ 0`, one of the gradient variables vanishes exactly when `G_k = u_k g` for some
unit spin vector `u`. -/
theorem gamma_eq_zero_iff (m g : Fin 3 → ℝ) (G : Matrix (Fin 3) (Fin 3) ℝ)
    (hmw : m ⬝ᵥ spinVec g G ≠ 0) :
    (gammaPlus m g G = 0 ∨ gammaMinus m g G = 0) ↔
      ∃ u : Fin 3 → ℝ, u ⬝ᵥ u = 1 ∧ G = vecMulVec u g := by
  constructor
  · intro h0
    obtain ⟨u, hu, hw⟩ := exists_direction (spinVec g G)
    have hgap := gap_eq_sum_sq g u G hu hw
    have hnn : 0 ≤ ∑ k, len (G k - u k • g) ^ 2 := Finset.sum_nonneg fun k _ => sq_nonneg _
    have hl : 0 ≤ len (spinVec g G) := Real.sqrt_nonneg _
    -- a vanishing variable forces the sum of squares to vanish
    have hz : ∑ k, len (G k - u k • g) ^ 2 = 0 := by
      unfold gammaPlus gammaMinus at h0
      rcases Real.sign_apply_eq (m ⬝ᵥ spinVec g G) with h | h | h <;> rw [h] at h0 <;>
        rcases h0 with h0 | h0 <;> linarith
    refine ⟨u, hu, ?_⟩
    ext k j
    have hk := (Finset.sum_eq_zero_iff_of_nonneg fun k _ => sq_nonneg _).mp hz k
      (Finset.mem_univ k)
    rw [(len_sq _).1] at hk
    have hj := congrFun (dotProduct_self_eq_zero.mp hk) j
    simp only [Pi.sub_apply, Pi.smul_apply, smul_eq_mul, Pi.zero_apply] at hj
    rw [Matrix.vecMulVec_apply]
    linarith
  · rintro ⟨u, hu, rfl⟩
    obtain ⟨-, hl, hm⟩ := collinear_data u g g hu
    rw [abs_of_nonneg (len_sq g).2] at hl
    rw [gammaPlus, gammaMinus, hl, hm]
    rcases lt_or_gt_of_ne hmw with h | h
    · left
      rw [Real.sign_of_neg h]
      ring
    · right
      rw [Real.sign_of_pos h]
      ring

/-- Where `m · w = 0` but `w ≠ 0`, the values of `γ₊` at `m + t w` and `m - t w` differ by the
positive amount `|w|` for every `t > 0`. -/
theorem gammaPlus_jump (m g : Fin 3 → ℝ) (G : Matrix (Fin 3) (Fin 3) ℝ)
    (hmw : m ⬝ᵥ spinVec g G = 0) (hw : spinVec g G ≠ 0) (t : ℝ) (ht : 0 < t) :
    gammaPlus (m + t • spinVec g G) g G - gammaPlus (m - t • spinVec g G) g G
        = len (spinVec g G) ∧ 0 < len (spinVec g G) := by
  have hpos : 0 < spinVec g G ⬝ᵥ spinVec g G :=
    lt_of_le_of_ne (len_sq _).2 fun h => hw (dotProduct_self_eq_zero.mp h.symm)
  have htw := mul_pos ht hpos
  refine ⟨?_, Real.sqrt_pos.mpr hpos⟩
  have h1 : 0 < (m + t • spinVec g G) ⬝ᵥ spinVec g G := by
    rw [add_dotProduct, smul_dotProduct, hmw, smul_eq_mul]
    linarith
  have h2 : (m - t • spinVec g G) ⬝ᵥ spinVec g G < 0 := by
    rw [sub_dotProduct, smul_dotProduct, hmw, smul_eq_mul]
    linarith
  rw [gammaPlus, gammaPlus, Real.sign_of_pos h1, Real.sign_of_neg h2]
  ring

end

end NoncollinearGradient
```

```lean
#print axioms NoncollinearGradient.gamma_time_reversal
#print axioms NoncollinearGradient.gamma_collinear
#print axioms NoncollinearGradient.gamma_eq_zero_iff
#print axioms NoncollinearGradient.gammaPlus_jump
```

```
'NoncollinearGradient.gamma_time_reversal' depends on axioms: [propext, Classical.choice, Quot.sound]
'NoncollinearGradient.gamma_collinear' depends on axioms: [propext, Classical.choice, Quot.sound]
'NoncollinearGradient.gamma_eq_zero_iff' depends on axioms: [propext, Classical.choice, Quot.sound]
'NoncollinearGradient.gammaPlus_jump' depends on axioms: [propext, Classical.choice, Quot.sound]
```

## Pointwise algebra, not fields or floating point

Vectors have type `Fin 3 → ℝ`. The row index of `G` is spin and the column index is space, so `R * G` acts on spin alone; `hR` also admits improper rotations. `len` is the Euclidean length, `meanSq` is $A$, `spinVec` is $w$, and `vecMulVec e h` has entries $e_kh_j$. `Real.sign` is zero at zero. At $s=0$ with $h\ne0$ the collinear formula fails: $\gamma_\pm$ is $(g\cdot g+h\cdot h)/4$, while the right-hand side is $g\cdot g/4$.

`exists_direction` supplies $u$, and `gap_eq_sum_sq` expands the squares with `ring`. `gamma_nonneg` splits on the three sign values and finishes with `linarith`. In `gamma_rotation`, `hdot` and `htr` carry the scalar-product and trace steps; `gamma_time_reversal` sets `R` to $-1$. `collinear_data` computes $w$, $|w|$ and $A$; in `gamma_collinear`, `hsign` restores the sign and `linear_combination` completes the square. `gamma_eq_zero_iff` and `gammaPlus_jump` follow the last two arguments above.

Nothing in the hypotheses makes `g` and `G` gradients of actual fields; that identification is the step to a real calculation. A model with differentiable fields would derive $G_k=e_k\nabla s$ from a spatially constant $e$, and would require $R$ to be constant in space. The theorems concern real numbers, so rounding in $A-|w|/2$ can still produce a small negative value.
